# At equal charge, reduced mass and Bohr radius, hydrogenic 1s diamagnetic coefficients in three and two dimensions have ratio 16/3

In a magnetic field B along z, the 1s state of a hydrogenic exciton with zero total pseudomomentum has the diamagnetic coefficient

σ = (e²/8μ) ⟨x² + y²⟩,

where e is the charge, μ the reduced mass and (x, y) the electron-hole separation perpendicular to the field. The mean is 2a² in three dimensions and 3a²/8 in two. In both, a = 4πεħ²/(μe²) is the Bohr radius for the attraction -e²/(4πεr) in a medium of permittivity ε. For equal e, μ and a, σ₃/σ₂ = 16/3.

## The quadratic term in the field

In the symmetric gauge A = (B/2)(-y, x), the planar kinetic operator is

(p - eA)² = (p_x + eBy/2)² + (p_y - eBx/2)².

Expanding without reordering gives

p_x² + p_y² + (eB/2)(y p_x + p_x y) - (eB/2)(x p_y + p_y x) + (e²B²/4)(x² + y²).

Since y commutes with p_x and x with p_y, the middle terms combine to -eB(x p_y - y p_x) = -eB Lz. Division by 2μ gives the factor e²/(8μ). Because Lz annihilates an s state, the shift at order B² is σB².

## The orbital and its planar size

For an s state of energy -ħ²κ²/(2μ) in this Coulomb attraction, with κ > 0, the radial equation in D dimensions is

r f″ + (D-1) f′ + (2/a) f = κ² r f.

For f = exp(-κr), the left side is [κ²r - (D-1)κ + 2/a] f, so (D-1)κa = 2. Hence κ = 1/a for D = 3 and κ = 2/a for D = 2.

The density exp(-2κr) has the moments

∫₀^∞ rⁿ exp(-2κr) dr = n!/(2κ)ⁿ⁺¹.

In three dimensions x² + y² = r² sin²θ. The polar integrals are ∫ sin³θ dθ = 4/3 and ∫ sin θ dθ = 2, so

⟨x² + y²⟩ = (4/3)(4!/(2κ)⁵) / (2 · 2!/(2κ)³) = 2/κ² = 2a².

In two dimensions x² + y² = r², and

⟨x² + y²⟩ = (3!/(2κ)⁴) / (1!/(2κ)²) = 3/(2κ²) = 3a²/8.

The quotient is 2/(3/8) = 16/3. Putting the full ⟨r²⟩ = 3a² into the three-dimensional coefficient would give 8: only the extent perpendicular to the field counts.

## What the Lean statements say

In `kineticSquare_expand`, positions and momenta are elements of any real algebra, and `hx` and `hy` say that the two mixed commutators vanish. `commutators_witness` confirms these, together with [x_i, p_i] = iħ, for multiplication and differentiation on polynomials; indices 0 and 1 stand for x and y.

Without `hx` the expansion can fail. Take 2×2 matrices with y = p_x = 0, x = E₁₂, p_y = E₂₁, e = 1 and B = 2. The left side is (E₂₁ - E₁₂)² = -1, but the right side is -2E₁₁.

In `hamiltonian_expand`, `H` is the kinetic part alone, fixed by 2μH = (p - eA)². Its Zeeman coefficient is that of one particle of mass μ; for an electron-hole pair it depends on both masses.

`planarMean3` and `planarMean2` divide by the norm integral, so the unnormalised `orbital` gives normalised means. `diamagnetic_ratio` assumes e ≠ 0, μ ≠ 0 and a > 0, and treats a as an independent parameter. Reading the coefficients as energy shifts is perturbation theory, which the file does not formalise.

For weak fields, a 1/r attraction and a known reduced mass, the Bohr radius a inferred from a diamagnetic coefficient depends on the assumed dimension. The root-mean-square planar radius √⟨x² + y²⟩ does not: it follows directly from σ, e and μ.

## The complete file

```lean
import Mathlib

open MeasureTheory Set

namespace ExcitonDiamagnetism

noncomputable section

section Operators

variable {A : Type*} [Ring A] [Algebra ℝ A]

/-- The planar operator `(p - eA)²` in the symmetric gauge `A = (B/2)(-y, x)`. -/
def kineticSquare (e B : ℝ) (x y px py : A) : A :=
  (px - e • ((-(B / 2)) • y)) ^ 2 + (py - e • ((B / 2) • x)) ^ 2

/-- The angular momentum `Lz = x p_y - y p_x`. -/
def angularMomentum (x y px py : A) : A := x * py - y * px

/-- The factor `e²/(8μ)` that multiplies `B²(x² + y²)`, for reduced mass `μ ≠ 0`. -/
def diamagneticFactor (e μ : ℝ) : ℝ := e ^ 2 / (8 * μ)

/-- If `x` commutes with `p_y` and `y` with `p_x`, then `(p - eA)²` is the sum of `p²`,
the Zeeman term `-eB Lz` and the diamagnetic term `e²B²(x² + y²)/4`. -/
theorem kineticSquare_expand (e B : ℝ) {x y px py : A}
    (hx : x * py = py * x) (hy : y * px = px * y) :
    kineticSquare e B x y px py = px ^ 2 + py ^ 2
      - (e * B) • angularMomentum x y px py
      + (e ^ 2 * B ^ 2 / 4) • (x ^ 2 + y ^ 2) := by
  -- expand the squares and bring positions to the left of momenta
  simp only [kineticSquare, angularMomentum, sq, sub_mul, mul_sub, smul_mul_assoc,
    mul_smul_comm, ← hx, ← hy]
  module

/-- If `x` commutes with `p_y`, `y` with `p_x`, and `μ ≠ 0`, a Hamiltonian `H` with
`2μH = (p - eA)²` has the diamagnetic term `B² e²/(8μ) (x² + y²)`. -/
theorem hamiltonian_expand (e B : ℝ) {μ : ℝ} (hμ : μ ≠ 0) {H x y px py : A}
    (hx : x * py = py * x) (hy : y * px = px * y)
    (hH : (2 * μ) • H = kineticSquare e B x y px py) :
    H = (1 / (2 * μ)) • (px ^ 2 + py ^ 2)
      - (e * B / (2 * μ)) • angularMomentum x y px py
      + (B ^ 2 * diamagneticFactor e μ) • (x ^ 2 + y ^ 2) := by
  have h : H = (1 / (2 * μ)) • kineticSquare e B x y px py := by
    rw [← hH, smul_smul, one_div_mul_cancel (mul_ne_zero two_ne_zero hμ), one_smul]
  rw [h, kineticSquare_expand e B hx hy]
  unfold diamagneticFactor
  module

end Operators

/-- Position operator: multiplication of a polynomial in two variables by `x_i`. -/
def posOp (i : Fin 2) : Module.End ℂ (MvPolynomial (Fin 2) ℂ) :=
  LinearMap.mulLeft ℂ (MvPolynomial.X i)

/-- Momentum operator `-iħ ∂/∂x_i` on polynomials in two variables. -/
def momOp (ħ : ℝ) (i : Fin 2) : Module.End ℂ (MvPolynomial (Fin 2) ℂ) :=
  (-(Complex.I * (ħ : ℂ))) • (MvPolynomial.pderiv i).toLinearMap

/-- On polynomials, `x` commutes with `p_y` and `y` with `p_x`, while each position and
its own momentum have the commutator `iħ`. -/
theorem commutators_witness (ħ : ℝ) :
    posOp 0 * momOp ħ 1 = momOp ħ 1 * posOp 0 ∧
    posOp 1 * momOp ħ 0 = momOp ħ 0 * posOp 1 ∧
    ∀ i, posOp i * momOp ħ i - momOp ħ i * posOp i = (Complex.I * (ħ : ℂ)) • 1 := by
  -- the product rule
  have key : ∀ (i j : Fin 2) (f : MvPolynomial (Fin 2) ℂ),
      momOp ħ j (posOp i f) = posOp i (momOp ħ j f)
        - (Complex.I * (ħ : ℂ)) • (f * MvPolynomial.pderiv j (MvPolynomial.X i)) := by
    intro i j f
    change (-(Complex.I * (ħ : ℂ))) • MvPolynomial.pderiv j (MvPolynomial.X i * f)
      = MvPolynomial.X i * ((-(Complex.I * (ħ : ℂ))) • MvPolynomial.pderiv j f)
        - (Complex.I * (ħ : ℂ)) • (f * MvPolynomial.pderiv j (MvPolynomial.X i))
    simp only [Derivation.leibniz, smul_eq_mul, mul_smul_comm]
    module
  refine ⟨LinearMap.ext fun f => ?_, LinearMap.ext fun f => ?_,
    fun i => LinearMap.ext fun f => ?_⟩
  · rw [Module.End.mul_apply, Module.End.mul_apply, key,
      MvPolynomial.pderiv_X_of_ne (show (0 : Fin 2) ≠ 1 by decide)]
    simp
  · rw [Module.End.mul_apply, Module.End.mul_apply, key,
      MvPolynomial.pderiv_X_of_ne (show (1 : Fin 2) ≠ 0 by decide)]
    simp
  · rw [LinearMap.sub_apply, Module.End.mul_apply, Module.End.mul_apply, key,
      MvPolynomial.pderiv_X_self, LinearMap.smul_apply, Module.End.one_apply, mul_one,
      sub_sub_cancel]

/-- The unnormalised 1s orbital `exp(-κr)`. -/
def orbital (κ r : ℝ) : ℝ := Real.exp (-(κ * r))

/-- If `(D-1)κa = 2`, the orbital `f = exp(-κr)` solves the radial Coulomb equation in
`D` dimensions with Bohr radius `a`, `r f'' + (D-1) f' + (2/a) f = κ² r f`. -/
theorem orbital_radial_equation {D κ a : ℝ} (h : (D - 1) * κ * a = 2) (r : ℝ) :
    r * deriv (deriv (orbital κ)) r + (D - 1) * deriv (orbital κ) r
      + 2 / a * orbital κ r = κ ^ 2 * r * orbital κ r := by
  have ha : a ≠ 0 := by
    rintro rfl
    simp at h
  have hd : ∀ s, HasDerivAt (orbital κ) (-κ * orbital κ s) s := by
    intro s
    have h1 : HasDerivAt (fun t : ℝ => -(κ * t)) (-κ) s :=
      ((hasDerivAt_id' s).const_mul κ).fun_neg.congr_deriv (by ring)
    exact h1.exp.congr_deriv (by unfold orbital; ring)
  have e1 : deriv (orbital κ) = fun s => -κ * orbital κ s :=
    funext fun s => (hd s).deriv
  have e2 : deriv (deriv (orbital κ)) r = -κ * (-κ * orbital κ r) := by
    rw [e1]
    exact ((hd r).const_mul (-κ)).deriv
  have e3 : 2 / a = (D - 1) * κ := by
    rw [div_eq_iff ha]
    exact h.symm
  rw [e2, (hd r).deriv, e3]
  ring

/-- Mean of `x² + y² = (r sin θ)²` in the three-dimensional orbital, for `κ > 0`; the
azimuthal integral cancels. -/
def planarMean3 (κ : ℝ) : ℝ :=
  (∫ r in Ioi (0 : ℝ), ∫ θ in (0 : ℝ)..Real.pi,
    (r * Real.sin θ) ^ 2 * (orbital κ r ^ 2 * (r ^ 2 * Real.sin θ))) /
  (∫ r in Ioi (0 : ℝ), ∫ θ in (0 : ℝ)..Real.pi,
    orbital κ r ^ 2 * (r ^ 2 * Real.sin θ))

/-- Mean of `x² + y² = r²` in the two-dimensional orbital, for `κ > 0`. -/
def planarMean2 (κ : ℝ) : ℝ :=
  (∫ r in Ioi (0 : ℝ), r ^ 2 * (orbital κ r ^ 2 * r)) /
  (∫ r in Ioi (0 : ℝ), orbital κ r ^ 2 * r)

/-- For `κ > 0`, the `n`-th radial moment of the density `exp(-2κr)` is
`n!/(2κ)^(n+1)`. -/
theorem radial_moment {κ : ℝ} (hκ : 0 < κ) (n : ℕ) :
    ∫ r in Ioi (0 : ℝ), r ^ n * orbital κ r ^ 2
      = (n.factorial : ℝ) / (2 * κ) ^ (n + 1) := by
  have hsq : ∀ r, orbital κ r ^ 2 = Real.exp (-(2 * κ * r)) := by
    intro r
    unfold orbital
    rw [sq, ← Real.exp_add]
    congr 1
    ring
  -- Euler's Gamma integral
  have h := Real.integral_rpow_mul_exp_neg_mul_Ioi (a := (n : ℝ) + 1) (r := 2 * κ)
    (by positivity) (by positivity)
  have hp : (1 / (2 * κ)) ^ ((n : ℝ) + 1) = (1 / (2 * κ)) ^ (n + 1) := by
    rw [← Real.rpow_natCast, Nat.cast_add, Nat.cast_one]
  rw [Real.Gamma_nat_eq_factorial, hp] at h
  simp only [add_sub_cancel_right, Real.rpow_natCast] at h
  simp only [hsq]
  rw [h, one_div_pow, div_mul_eq_mul_div, one_mul]

/-- The polar integral of `sin³θ` from `0` to `π` is `4/3`. -/
theorem integral_sin_cube : ∫ θ in (0 : ℝ)..Real.pi, Real.sin θ ^ 3 = 4 / 3 := by
  have h : ∀ θ ∈ uIcc (0 : ℝ) Real.pi,
      HasDerivAt (fun t => Real.cos t ^ 3 / 3 - Real.cos t) (Real.sin θ ^ 3) θ := by
    intro θ _
    refine ((((Real.hasDerivAt_cos θ).fun_pow 3).div_const 3).fun_sub
      (Real.hasDerivAt_cos θ)).congr_deriv ?_
    change (((3 : ℕ) : ℝ) * Real.cos θ ^ 2 * -Real.sin θ) / 3 - -Real.sin θ = _
    push_cast
    linear_combination (-Real.sin θ) * Real.sin_sq_add_cos_sq θ
  rw [intervalIntegral.integral_eq_sub_of_hasDerivAt h
    ((by fun_prop : Continuous fun θ : ℝ => Real.sin θ ^ 3).intervalIntegrable _ _)]
  norm_num [Real.cos_pi]

/-- For Bohr radius `a > 0`, the 1s mean of `x² + y²` is `2a²` in three dimensions
(`κ = 1/a`) and `3a²/8` in two dimensions (`κ = 2/a`). -/
theorem planar_means {a : ℝ} (ha : 0 < a) :
    planarMean3 (1 / a) = 2 * a ^ 2 ∧ planarMean2 (2 / a) = 3 * a ^ 2 / 8 := by
  constructor
  · -- polar integrals first, then radial moments
    have h1 : ∀ r, ∫ θ in (0 : ℝ)..Real.pi,
        (r * Real.sin θ) ^ 2 * (orbital (1 / a) r ^ 2 * (r ^ 2 * Real.sin θ))
          = 4 / 3 * (r ^ 4 * orbital (1 / a) r ^ 2) := by
      intro r
      calc _ = ∫ θ in (0 : ℝ)..Real.pi,
            (r ^ 4 * orbital (1 / a) r ^ 2) * Real.sin θ ^ 3 := by
            congr 1
            funext θ
            ring
        _ = _ := by
            rw [intervalIntegral.integral_const_mul, integral_sin_cube]
            ring
    have h2 : ∀ r, ∫ θ in (0 : ℝ)..Real.pi,
        orbital (1 / a) r ^ 2 * (r ^ 2 * Real.sin θ)
          = 2 * (r ^ 2 * orbital (1 / a) r ^ 2) := by
      intro r
      rw [intervalIntegral.integral_const_mul, intervalIntegral.integral_const_mul,
        integral_sin, Real.cos_zero, Real.cos_pi]
      ring
    unfold planarMean3
    simp only [h1, h2]
    rw [integral_const_mul, integral_const_mul, radial_moment (one_div_pos.mpr ha),
      radial_moment (one_div_pos.mpr ha), show Nat.factorial 4 = 24 from rfl,
      show Nat.factorial 2 = 2 from rfl]
    push_cast
    field_simp
    ring
  · have h1 : ∀ r, r ^ 2 * (orbital (2 / a) r ^ 2 * r)
        = r ^ 3 * orbital (2 / a) r ^ 2 := fun r => by ring
    have h2 : ∀ r, orbital (2 / a) r ^ 2 * r
        = r ^ 1 * orbital (2 / a) r ^ 2 := fun r => by ring
    unfold planarMean2
    simp only [h1]
    simp only [h2]
    rw [radial_moment (div_pos two_pos ha), radial_moment (div_pos two_pos ha),
      show Nat.factorial 3 = 6 from rfl, show Nat.factorial 1 = 1 from rfl]
    push_cast
    field_simp
    ring

/-- For equal nonzero charge, equal nonzero reduced mass and equal Bohr radius `a > 0`,
the 1s diamagnetic coefficients in three and two dimensions have ratio `16/3`. -/
theorem diamagnetic_ratio {e μ a : ℝ} (he : e ≠ 0) (hμ : μ ≠ 0) (ha : 0 < a) :
    (diamagneticFactor e μ * planarMean3 (1 / a)) /
      (diamagneticFactor e μ * planarMean2 (2 / a)) = 16 / 3 := by
  have hf : diamagneticFactor e μ ≠ 0 :=
    div_ne_zero (pow_ne_zero 2 he) (mul_ne_zero (by norm_num) hμ)
  -- the common factor cancels
  rw [mul_div_mul_left _ _ hf, (planar_means ha).1, (planar_means ha).2,
    div_eq_iff (by positivity)]
  ring

end

end ExcitonDiamagnetism
```

```lean
#print axioms ExcitonDiamagnetism.hamiltonian_expand
-- 'ExcitonDiamagnetism.hamiltonian_expand' depends on axioms: [propext, Classical.choice, Quot.sound]
#print axioms ExcitonDiamagnetism.orbital_radial_equation
-- 'ExcitonDiamagnetism.orbital_radial_equation' depends on axioms: [propext, Classical.choice, Quot.sound]
#print axioms ExcitonDiamagnetism.diamagnetic_ratio
-- 'ExcitonDiamagnetism.diamagnetic_ratio' depends on axioms: [propext, Classical.choice, Quot.sound]
```

## From the algebra to the ratio

In `kineticSquare_expand`, `simp only` multiplies out the squares and uses the commutators to put positions to the left of momenta; `module` then collects the scalar coefficients. `hamiltonian_expand` divides by 2μ and reuses this expansion. In `commutators_witness`, `key` is the product rule, whose extra term vanishes for different indices and gives iħ for equal ones.

`orbital_radial_equation` computes both derivatives and replaces 2/a by (D-1)κ. It justifies the two values of κ that the later theorems insert.

`radial_moment` reduces the moments to Euler's Gamma integral, and `integral_sin_cube` uses the antiderivative cos³θ/3 - cos θ. In `planar_means`, the steps `h1` and `h2` do the polar integrals in three dimensions and collect powers of r in two; the moments then give both values. Finally, `diamagnetic_ratio` cancels the nonzero factor e²/(8μ) and divides the means.
